# In finite dimension, the second-order energy of a nondegenerate ground level is at most zero

## The energy as a finite real sum

The second-order energy is taken here as a sum over states, defined for any linear map V on a finite-dimensional complex inner product space. V need not be Hermitian for the sign result. Hermiticity enters later, when the sum is identified with the coefficient in the Rayleigh-Schrödinger equations.

Let b_k be a finite orthonormal basis, E_k real levels, and H₀ the linear map with H₀ b_k = E_k b_k. Let o label the reference state. Write ⟨x, y⟩ for the inner product, linear in y, and V_ko = ⟨b_k, V b_o⟩ for the coupling. The second-order energy is

E⁽²⁾ = Σ_{k≠o} |V_ko|² / (E_o − E_k).

In second-order Møller-Plesset theory in a finite orbital basis, the sign result applies when the reference determinant is the strictly lowest eigenstate of H₀.

## Sign and vanishing

Suppose E_o < E_k for all k ≠ o. Each term has a nonnegative numerator and a negative denominator, so E⁽²⁾ ≤ 0. A sum of nonpositive terms is zero only if every term is zero, which here means V_ko = 0 for all k ≠ o. The expansion

V b_o = Σ_k V_ko b_k

then reduces to V b_o = V_oo b_o. Conversely, if V b_o = c b_o, orthogonality gives V_ko = 0 for k ≠ o. Hence E⁽²⁾ = 0 exactly when V b_o is a multiple of b_o. With a single basis state the sum is empty and both sides hold.

When V b_o = c b_o, we have (H₀ + gV) b_o = (E_o + gc) b_o for every real g, so the ground state remains an eigenvector. Conversely, if b_o is an eigenvector at g = 1 with eigenvalue e, then V b_o = (e − E_o) b_o.

If o is instead the strictly highest level, replacing every E_k by −E_k reverses the sign of the sum. E⁽²⁾ is then strictly positive unless V b_o is a multiple of b_o.

## Why this sum is the second-order coefficient

Insert b_o + gψ₁ + g²ψ₂ and E_o + gε₁ + g²ε₂ into the eigenvalue equation of H₀ + gV. Orders g and g² give

(H₀ − E_o) ψ₁ = ε₁ b_o − V b_o

(H₀ − E_o) ψ₂ = ε₁ ψ₁ − V ψ₁ + ε₂ b_o.

Let V be symmetric and E_k ≠ E_o for k ≠ o. Since ⟨b_k, (H₀ − E_o)ψ⟩ = (E_k − E_o)⟨b_k, ψ⟩, projecting the first equation gives

ε₁ = V_oo, and ⟨b_k, ψ₁⟩ = V_ko / (E_o − E_k) for k ≠ o.

Projecting the second on b_o gives

ε₂ = ⟨b_o, V ψ₁⟩ − ε₁⟨b_o, ψ₁⟩.

By symmetry, ⟨b_o, V ψ₁⟩ = Σ_k ⟨V b_o, b_k⟩⟨b_k, ψ₁⟩. Its k = o term is ε₁⟨b_o, ψ₁⟩ and cancels, whatever the component of ψ₁ along b_o. The remaining terms are |V_ko|²/(E_o − E_k), so ε₂ = E⁽²⁾.

For existence, when ⟨b_o, x⟩ = 0 the equation (H₀ − E_o)ψ = x is solved by

ψ = Σ_{k≠o} ⟨b_k, x⟩/(E_k − E_o) b_k.

With ε₁ = V_oo the first right-hand side is orthogonal to b_o, which yields ψ₁. Choosing ε₂ by the projected formula makes the second right-hand side orthogonal too, which yields ψ₂.

## Two levels, and three failures

Take E_o = 0, E_1 = 2, zero diagonal elements of V and V_1o = V_o1 = 1. Then E⁽²⁾ = 1/(0 − 2) = −1/2. The exact lower eigenvalue is 1 − √(1 + g²) = −g²/2 + …, in agreement. For the upper level the sum is +1/2.

If the reference is not lowest, the vanishing criterion can fail. With E_o = 0, E_1 = 1, E_2 = −1 and V b_o = b_1 + b_2, the sum is −1 + 1 = 0, although V b_o is not a multiple of b_o. With V b_o = b_2 the sum is +1, so the sign fails as well.

Without symmetry, the sum can differ from ε₂. For levels 0 and 2, let V b_o = b_1 and V b_1 = 0. The sum is −1/2, but the equations force ε₂ = 0.

## Reading the Lean statements

The basis is `b : OrthonormalBasis ι ℂ H` with a finite index type `ι`, the levels are `E : ι → ℝ`, and H₀ is `unperturbed b E`. The range `Finset.univ.erase o` means k ≠ o.

The hypothesis `gap` has two forms. In the ground-level theorems it is `E o < E k`; in `solvesSecondOrder_iff` it is only `E k ≠ E o`, so the reference may be an excited level. Both express nondegeneracy of the reference, and the other levels may coincide among themselves. `V.IsSymmetric` says that the perturbation is Hermitian, as for an observable energy.

`SolvesSecondOrder` states that some ε₁, ψ₁, ψ₂ satisfy the two equations with the given ε₂. Infinite-dimensional spaces, continuous spectra and convergence of the perturbation series are not treated.

```lean
import Mathlib

open scoped InnerProductSpace

namespace SecondOrderEnergySign

noncomputable section

variable {ι H : Type*} [Fintype ι] [DecidableEq ι]
  [NormedAddCommGroup H] [InnerProductSpace ℂ H]

/-- The unperturbed Hamiltonian with eigenbasis `b` and real levels `E`. -/
def unperturbed (b : OrthonormalBasis ι ℂ H) (E : ι → ℝ) : H →ₗ[ℂ] H :=
  b.toBasis.constr ℂ (fun k => (E k : ℂ) • b k)

/-- The sum-over-states second-order energy of the reference level `o` under the
perturbation `V`. -/
def secondOrderEnergy (b : OrthonormalBasis ι ℂ H) (E : ι → ℝ) (V : H →ₗ[ℂ] H)
    (o : ι) : ℝ :=
  ∑ k ∈ Finset.univ.erase o, ‖⟪b k, V (b o)⟫_ℂ‖ ^ 2 / (E o - E k)

/-- The number `ε₂` is a second-order energy coefficient: together with some `ε₁`, `ψ₁`, `ψ₂` it
solves the first- and second-order Rayleigh-Schrödinger equations, with `φ` in the place of the
unperturbed state and `e` in that of its energy. The definition does not itself require `H₀ φ = e
φ`. -/
def SolvesSecondOrder (H₀ V : H →ₗ[ℂ] H) (e : ℝ) (φ : H) (ε₂ : ℂ) : Prop :=
  ∃ (ε₁ : ℂ) (ψ₁ ψ₂ : H),
    H₀ ψ₁ - (e : ℂ) • ψ₁ = ε₁ • φ - V φ ∧
    H₀ ψ₂ - (e : ℂ) • ψ₂ = ε₁ • ψ₁ - V ψ₁ + ε₂ • φ

omit [DecidableEq ι] in
/-- Each basis state is an eigenvector of the unperturbed Hamiltonian with its own level. -/
theorem unperturbed_basis (b : OrthonormalBasis ι ℂ H) (E : ι → ℝ) (k : ι) :
    unperturbed b E (b k) = (E k : ℂ) • b k := by
  have h := b.toBasis.constr_basis ℂ (fun k => (E k : ℂ) • b k) k
  simpa only [unperturbed, OrthonormalBasis.coe_toBasis] using h

omit [DecidableEq ι] in
/-- The perturbation maps the reference state to a multiple of itself exactly when it
couples that state to no other basis state. -/
theorem uncoupled_iff (b : OrthonormalBasis ι ℂ H) (V : H →ₗ[ℂ] H) (o : ι) :
    (∀ k, k ≠ o → ⟪b k, V (b o)⟫_ℂ = 0) ↔ ∃ c : ℂ, V (b o) = c • b o := by
  constructor
  · intro h
    refine ⟨⟪b o, V (b o)⟫_ℂ, ?_⟩
    calc V (b o) = ∑ i, ⟪b i, V (b o)⟫_ℂ • b i := (b.sum_repr' _).symm
      _ = ⟪b o, V (b o)⟫_ℂ • b o :=
        Finset.sum_eq_single o (fun k _ hk => by rw [h k hk, zero_smul])
          (fun h' => absurd (Finset.mem_univ o) h')
  · rintro ⟨c, hc⟩ k hk
    have h0 : ⟪b k, b o⟫_ℂ = 0 := b.orthonormal.2 hk
    rw [hc, inner_smul_right, h0, mul_zero]

/-- The second-order energy of a nondegenerate ground level is at most zero, and it is zero
exactly when the perturbation maps the ground state to a multiple of itself. -/
theorem secondOrderEnergy_nonpos_and_eq_zero_iff (b : OrthonormalBasis ι ℂ H) (E : ι → ℝ)
    (V : H →ₗ[ℂ] H) (o : ι) (gap : ∀ k, k ≠ o → E o < E k) :
    secondOrderEnergy b E V o ≤ 0 ∧
      (secondOrderEnergy b E V o = 0 ↔ ∃ c : ℂ, V (b o) = c • b o) := by
  -- every term has a nonnegative numerator and a negative denominator
  have hterm : ∀ k ∈ Finset.univ.erase o,
      ‖⟪b k, V (b o)⟫_ℂ‖ ^ 2 / (E o - E k) ≤ 0 := fun k hk =>
    div_nonpos_of_nonneg_of_nonpos (sq_nonneg _)
      (by linarith [gap k (Finset.ne_of_mem_erase hk)])
  refine ⟨Finset.sum_nonpos hterm, ?_⟩
  rw [← uncoupled_iff, secondOrderEnergy, Finset.sum_eq_zero_iff_of_nonpos hterm]
  constructor
  · intro h k hk
    have hne : E o - E k ≠ 0 := by linarith [gap k hk] |> fun h' => ne_of_lt h'
    rcases div_eq_zero_iff.mp (h k (Finset.mem_erase.mpr ⟨hk, Finset.mem_univ k⟩)) with h1 | h1
    · exact norm_eq_zero.mp (pow_eq_zero_iff (two_ne_zero)|>.mp h1)
    · exact absurd h1 hne
  · intro h k hk
    rw [h k (Finset.ne_of_mem_erase hk)]
    simp

/-- If the reference level is nondegenerate and the highest one, and the perturbation does not map
its state to a multiple of itself, the second-order energy is strictly positive. -/
theorem secondOrderEnergy_pos_of_highest (b : OrthonormalBasis ι ℂ H) (E : ι → ℝ)
    (V : H →ₗ[ℂ] H) (o : ι) (top : ∀ k, k ≠ o → E k < E o)
    (hV : ¬ ∃ c : ℂ, V (b o) = c • b o) : 0 < secondOrderEnergy b E V o := by
  -- turning the spectrum upside down reverses the sign
  have hneg : secondOrderEnergy b (fun k => -E k) V o = -secondOrderEnergy b E V o := by
    unfold secondOrderEnergy
    rw [← Finset.sum_neg_distrib]
    refine Finset.sum_congr rfl fun k _ => ?_
    have h : -E o - -E k = -(E o - E k) := by ring
    rw [h, div_neg]
  obtain ⟨h1, h2⟩ := secondOrderEnergy_nonpos_and_eq_zero_iff b (fun k => -E k) V o
    (fun k hk => neg_lt_neg (top k hk))
  have h3 := lt_of_le_of_ne h1 (fun h => hV (h2.mp h))
  linarith

/-- The second-order energy of a nondegenerate ground level vanishes exactly when the
unperturbed ground state is an eigenvector of `H₀ + g V` at every real coupling `g`. -/
theorem secondOrderEnergy_eq_zero_iff_eigenvector (b : OrthonormalBasis ι ℂ H) (E : ι → ℝ)
    (V : H →ₗ[ℂ] H) (o : ι) (gap : ∀ k, k ≠ o → E o < E k) :
    secondOrderEnergy b E V o = 0 ↔
      ∀ g : ℝ, ∃ e : ℂ, unperturbed b E (b o) + (g : ℂ) • V (b o) = e • b o := by
  rw [(secondOrderEnergy_nonpos_and_eq_zero_iff b E V o gap).2]
  constructor
  · rintro ⟨c, hc⟩ g
    refine ⟨E o + g * c, ?_⟩
    rw [unperturbed_basis, hc]
    module
  · intro h
    obtain ⟨e, he⟩ := h 1
    rw [unperturbed_basis, Complex.ofReal_one, one_smul] at he
    exact ⟨e - E o, by rw [sub_smul, ← he, add_sub_cancel_left]⟩

omit [DecidableEq ι] in
/-- In the eigenbasis, `H₀ - E_o` multiplies the component along `b k` by `E_k - E_o`. -/
theorem inner_shifted (b : OrthonormalBasis ι ℂ H) (E : ι → ℝ) (o k : ι) (ψ : H) :
    ⟪b k, unperturbed b E ψ - (E o : ℂ) • ψ⟫_ℂ = ((E k : ℂ) - E o) * ⟪b k, ψ⟫_ℂ := by
  classical
  have hψ : unperturbed b E ψ = ∑ i, ⟪b i, ψ⟫_ℂ • (E i : ℂ) • b i := by
    conv_lhs => rw [← b.sum_repr' ψ]
    simp only [map_sum, map_smul, unperturbed_basis]
  have hkk : ⟪b k, b k⟫_ℂ = 1 := by
    rw [inner_self_eq_norm_sq_to_K, b.orthonormal.1 k]; simp
  rw [inner_sub_right, hψ, inner_sum, Finset.sum_eq_single k]
  · simp only [inner_smul_right, hkk]
    ring
  · intro i _ hi
    have h0 : ⟪b k, b i⟫_ℂ = 0 := b.orthonormal.2 hi.symm
    simp only [inner_smul_right, h0, mul_zero]
  · intro h
    exact absurd (Finset.mem_univ k) h

omit [DecidableEq ι] in
/-- For a nondegenerate level `E_o`, the equation `(H₀ - E_o) ψ = x` has a solution whenever
`x` is orthogonal to the reference state. -/
theorem shifted_solvable (b : OrthonormalBasis ι ℂ H) (E : ι → ℝ) (o : ι)
    (gap : ∀ k, k ≠ o → E k ≠ E o) (x : H) (hx : ⟪b o, x⟫_ℂ = 0) :
    ∃ ψ, unperturbed b E ψ - (E o : ℂ) • ψ = x := by
  refine ⟨∑ k, (⟪b k, x⟫_ℂ / ((E k : ℂ) - E o)) • b k, ?_⟩
  rw [map_sum, Finset.smul_sum, ← Finset.sum_sub_distrib]
  refine Eq.trans (Finset.sum_congr rfl fun k _ => ?_) (b.sum_repr' x)
  rw [map_smul, unperturbed_basis]
  by_cases hk : k = o
  · rw [hk, hx]; simp
  · have hne : (E k : ℂ) - E o ≠ 0 := sub_ne_zero.mpr (by exact_mod_cast gap k hk)
    rw [smul_smul, smul_smul, ← sub_smul]
    congr 1
    calc _ = ⟪b k, x⟫_ℂ / ((E k : ℂ) - E o) * ((E k : ℂ) - E o) := by ring
      _ = _ := div_mul_cancel₀ _ hne

/-- For a symmetric perturbation of a nondegenerate level, the Rayleigh-Schrödinger equations
through second order are solvable for exactly one second-order coefficient, the
sum-over-states energy. -/
theorem solvesSecondOrder_iff (b : OrthonormalBasis ι ℂ H) (E : ι → ℝ) (V : H →ₗ[ℂ] H)
    (hV : V.IsSymmetric) (o : ι) (gap : ∀ k, k ≠ o → E k ≠ E o) (ε₂ : ℂ) :
    SolvesSecondOrder (unperturbed b E) V (E o) (b o) ε₂ ↔
      ε₂ = (secondOrderEnergy b E V o : ℂ) := by
  have hoo : ⟪b o, b o⟫_ℂ = 1 := by
    rw [inner_self_eq_norm_sq_to_K, b.orthonormal.1 o]; simp
  have forward : ∀ ε : ℂ, SolvesSecondOrder (unperturbed b E) V (E o) (b o) ε →
      ε = (secondOrderEnergy b E V o : ℂ) := by
    rintro ε ⟨ε₁, ψ₁, ψ₂, e1, e2⟩
    -- project the first equation on every basis state and the second on `b o`
    have h1 : ∀ k, ((E k : ℂ) - E o) * ⟪b k, ψ₁⟫_ℂ
        = ε₁ * ⟪b k, b o⟫_ℂ - ⟪b k, V (b o)⟫_ℂ := fun k => by
      rw [← inner_shifted, e1, inner_sub_right, inner_smul_right]
    have h2 := inner_shifted b E o o ψ₂
    rw [e2, inner_add_right, inner_sub_right, inner_smul_right, inner_smul_right, hoo] at h2
    have hw : ⟪V (b o), b o⟫_ℂ = ε₁ := by
      have h := h1 o
      rw [hoo] at h
      rw [hV (b o) (b o)]
      linear_combination h
    have hq : ⟪b o, V ψ₁⟫_ℂ = ∑ k, ⟪V (b o), b k⟫_ℂ * ⟪b k, ψ₁⟫_ℂ :=
      (hV (b o) ψ₁).symm.trans (b.sum_inner_mul_inner _ _).symm
    have hsplit : ⟪V (b o), b o⟫_ℂ * ⟪b o, ψ₁⟫_ℂ
        + ∑ k ∈ Finset.univ.erase o, ⟪V (b o), b k⟫_ℂ * ⟪b k, ψ₁⟫_ℂ
        = ∑ k, ⟪V (b o), b k⟫_ℂ * ⟪b k, ψ₁⟫_ℂ :=
      Finset.add_sum_erase Finset.univ
        (fun k => ⟪V (b o), b k⟫_ℂ * ⟪b k, ψ₁⟫_ℂ) (Finset.mem_univ o)
    have hsum : ∑ k ∈ Finset.univ.erase o, ⟪V (b o), b k⟫_ℂ * ⟪b k, ψ₁⟫_ℂ
        = (secondOrderEnergy b E V o : ℂ) := by
      rw [secondOrderEnergy, Complex.ofReal_sum]
      refine Finset.sum_congr rfl fun k hk => ?_
      have hko := Finset.ne_of_mem_erase hk
      have h0 : ⟪b k, b o⟫_ℂ = 0 := b.orthonormal.2 hko
      have h := h1 k
      rw [h0] at h
      have hne : (E o : ℂ) - E k ≠ 0 :=
        sub_ne_zero.mpr (by exact_mod_cast (gap k hko).symm)
      have hn : (‖⟪b k, V (b o)⟫_ℂ‖ : ℂ) ^ 2 = ⟪b k, V (b o)⟫_ℂ * ⟪V (b o), b k⟫_ℂ := by
        rw [← inner_conj_symm (V (b o)) (b k), Complex.mul_conj,
          Complex.normSq_eq_norm_sq, Complex.ofReal_pow]
      rw [Complex.ofReal_div, Complex.ofReal_pow, Complex.ofReal_sub, eq_div_iff hne, hn]
      linear_combination (-⟪V (b o), b k⟫_ℂ) * h
    linear_combination h2 + hq - hsplit + ⟪b o, ψ₁⟫_ℂ * hw + hsum
  refine ⟨forward ε₂, fun hε => ?_⟩
  -- solve the two equations in turn; the energies make the right-hand sides orthogonal to `b o`
  obtain ⟨ψ₁, e1⟩ := shifted_solvable b E o gap (⟪b o, V (b o)⟫_ℂ • b o - V (b o))
    (by rw [inner_sub_right, inner_smul_right, hoo, mul_one, sub_self])
  obtain ⟨ψ₂, e2⟩ := shifted_solvable b E o gap
    (⟪b o, V (b o)⟫_ℂ • ψ₁ - V ψ₁
      + (⟪b o, V ψ₁⟫_ℂ - ⟪b o, V (b o)⟫_ℂ * ⟪b o, ψ₁⟫_ℂ) • b o)
    (by simp only [inner_add_right, inner_sub_right, inner_smul_right, hoo]; ring)
  have hs : SolvesSecondOrder (unperturbed b E) V (E o) (b o)
      (⟪b o, V ψ₁⟫_ℂ - ⟪b o, V (b o)⟫_ℂ * ⟪b o, ψ₁⟫_ℂ) := ⟨_, ψ₁, ψ₂, e1, e2⟩
  rw [hε, ← forward _ hs]
  exact hs

end

end SecondOrderEnergySign
```

```lean
#print axioms SecondOrderEnergySign.secondOrderEnergy_nonpos_and_eq_zero_iff
#print axioms SecondOrderEnergySign.secondOrderEnergy_pos_of_highest
#print axioms SecondOrderEnergySign.secondOrderEnergy_eq_zero_iff_eigenvector
#print axioms SecondOrderEnergySign.solvesSecondOrder_iff
```

```
'SecondOrderEnergySign.secondOrderEnergy_nonpos_and_eq_zero_iff' depends on axioms: [propext, Classical.choice, Quot.sound]
'SecondOrderEnergySign.secondOrderEnergy_pos_of_highest' depends on axioms: [propext, Classical.choice, Quot.sound]
'SecondOrderEnergySign.secondOrderEnergy_eq_zero_iff_eigenvector' depends on axioms: [propext, Classical.choice, Quot.sound]
'SecondOrderEnergySign.solvesSecondOrder_iff' depends on axioms: [propext, Classical.choice, Quot.sound]
```

## How the proof follows the derivation

`uncoupled_iff` is the basis expansion: `Finset.sum_eq_single` keeps only the component along b_o.

In `secondOrderEnergy_nonpos_and_eq_zero_iff`, `hterm` gives the sign of each term and `Finset.sum_nonpos` adds them up. `Finset.sum_eq_zero_iff_of_nonpos` turns a zero sum into zero terms, and the nonzero denominator then forces each coupling to vanish.

`secondOrderEnergy_pos_of_highest` applies this theorem to the levels −E_k. `secondOrderEnergy_eq_zero_iff_eigenvector` uses the eigenvalue E_o + gc in one direction and sets g = 1 in the other.

`inner_shifted` is the projection rule for H₀ − E_o, and `shifted_solvable` supplies the explicit inverse on vectors orthogonal to b_o.

In `solvesSecondOrder_iff`, the step `forward` proves uniqueness. Here `h1` and `h2` are the projected equations, `hw` identifies ε₁, `hq` uses symmetry and completeness, `hsplit` separates the k = o term, and `hsum` evaluates the rest; the final `linear_combination` performs the cancellation. For existence, `shifted_solvable` is applied twice, producing a solution with the projected value of ε₂. Applying `forward` to that solution shows that this value is the sum over states.
